# Ultrasoft scattering waves from local solutions and a finite linear system

The radial functions of one angular-momentum channel are modelled as elements of an abstract real vector space $V$, and the local Hamiltonian as a linear map $H$ on it. No differential equation is solved here. What the radial equation would supply enters as hypotheses at a fixed energy $\varepsilon$: every solution of the local equation is a multiple of one function $u_0$, and each projector function $\beta_i$ has a known response $w_i$. The first stands for regularity at the origin, which selects one of the two solutions of a second-order radial equation; the second stands for outward integration with a source.

Under these hypotheses, all solutions of the nonlocal ultrasoft equation follow from a finite linear system. This bears on comparing the logarithmic derivatives of a pseudopotential with all-electron ones, for a fixed potential and one channel at a time.

## The equation and its ingredients

```lean
import Mathlib

open Matrix

namespace UltrasoftScattering

noncomputable section

variable {V n : Type*} [AddCommGroup V] [Module ℝ V] [Fintype n]
```

`V` is the space of radial functions, and the finite set `n` labels the projectors. No inner product or topology is assumed.

```lean
/-- The operator `L = ε - H` of the local Hamiltonian `H` at energy `ε`. -/
def localShift (H : V →ₗ[ℝ] V) (ε : ℝ) : V →ₗ[ℝ] V := ε • LinearMap.id - H
```

This defines $L=\varepsilon-H$. The type `V →ₗ[ℝ] V` means "real-linear map from $V$ to itself", and `•` is multiplication by a scalar.

```lean
/-- The energy-dependent nonlocal coupling `W = D - ε q`. -/
def coupling (D q : Matrix n n ℝ) (ε : ℝ) : Matrix n n ℝ := D - ε • q
```

The coupling is $W=D-\varepsilon q$, where $D$ holds the nonlocal strengths and $q$ the augmentation charges. Neither matrix need be symmetric.

```lean
/-- The projections `p_j(u)` of a wave function `u`. -/
def overlaps (p : n → V →ₗ[ℝ] ℝ) (u : V) : n → ℝ := fun j => p j u
```

This collects the numbers $p_j(u)$ into a vector $p(u)$. In the usual ultrasoft setting $p_j(u)=\langle\beta_j|u\rangle$; here the $p_j$ are arbitrary linear functionals.

```lean
/-- The matrix `g_jk = p_j(w_k)` of projections of the inhomogeneous solutions. -/
def overlapMatrix (p : n → V →ₗ[ℝ] ℝ) (w : n → V) : Matrix n n ℝ :=
  Matrix.of fun j k => p j (w k)
```

This is the matrix $g_{jk}=p_j(w_k)$.

```lean
/-- The trial wave `a u0 + ∑ c_i w_i`. -/
def wave (u0 : V) (w : n → V) (a : ℝ) (c : n → ℝ) : V := a • u0 + ∑ i, c i • w i
```

The trial wave is $a u_0+\sum_i c_i w_i$, with real amplitudes $a$ and $c_i$.

```lean
/-- The ultrasoft generalized eigenvalue equation
`H u + ∑ β_i D_ij p_j(u) = ε (u + ∑ β_i q_ij p_j(u))`. -/
def IsSolution (H : V →ₗ[ℝ] V) (β : n → V) (p : n → V →ₗ[ℝ] ℝ)
    (D q : Matrix n n ℝ) (ε : ℝ) (u : V) : Prop :=
  H u + ∑ i, (D *ᵥ overlaps p u) i • β i =
    ε • (u + ∑ i, (q *ᵥ overlaps p u) i • β i)
```

`IsSolution` is a proposition about $u$, namely the generalized eigenvalue equation

$$Hu+\sum_{ij}\beta_i D_{ij}p_j(u)=\varepsilon\Big(u+\sum_{ij}\beta_i q_{ij}p_j(u)\Big).$$

The symbol `*ᵥ` multiplies a matrix by a vector. No outer boundary condition is imposed, as suits scattering.

## From the eigenvalue equation to the linear system

```lean
variable {H : V →ₗ[ℝ] V} {β w : n → V} {p : n → V →ₗ[ℝ] ℝ}
  {D q : Matrix n n ℝ} {ε : ℝ} {u0 : V}

/-- The ultrasoft equation is the local equation with a source:
`L u = ∑ β_i W_ij p_j(u)`. -/
theorem isSolution_iff_source (u : V) :
    IsSolution H β p D q ε u ↔
      localShift H ε u = ∑ i, (coupling D q ε *ᵥ overlaps p u) i • β i := by
  have key : ∑ i, (coupling D q ε *ᵥ overlaps p u) i • β i =
      ∑ i, (D *ᵥ overlaps p u) i • β i - ε • ∑ i, (q *ᵥ overlaps p u) i • β i := by
    simp only [coupling, Matrix.sub_mulVec, Matrix.smul_mulVec, Pi.sub_apply,
      Pi.smul_apply, smul_eq_mul, sub_smul, mul_smul, Finset.sum_sub_distrib,
      Finset.smul_sum]
  have hL : localShift H ε u = ε • u - H u := by simp [localShift]
  rw [key, hL, IsSolution]
  constructor
  · intro h
    linear_combination (norm := module) (-1 : ℝ) • h
  · intro h
    linear_combination (norm := module) (-1 : ℝ) • h
```

Moving $Hu$ to the right and the $q$ term to the left gives

$$Lu=\varepsilon u-Hu=\sum_i\big(Dp(u)-\varepsilon q\,p(u)\big)_i\beta_i=\sum_i (Wp(u))_i\beta_i.$$

In the proof, `key` splits the $W$ sum into its $D$ and $q$ parts. Each `linear_combination` then multiplies the known equation by $-1$ and compares terms.

```lean
/-- If `L u0 = 0` and `L w_i = β_i`, then `L` maps the trial wave to `∑ c_i β_i`. -/
theorem localShift_wave (h0 : localShift H ε u0 = 0)
    (hw : ∀ i, localShift H ε (w i) = β i) (a : ℝ) (c : n → ℝ) :
    localShift H ε (wave u0 w a c) = ∑ i, c i • β i := by
  simp only [wave, map_add, map_smul, map_sum, h0, hw, smul_zero, zero_add]
```

By linearity, $L(au_0+\sum_i c_iw_i)=a\cdot 0+\sum_i c_i\beta_i$. The hypotheses `h0` and `hw` state $Lu_0=0$ and $Lw_i=\beta_i$.

```lean
/-- The projections of the trial wave are `a b + g c`, with `b_j = p_j(u0)`. -/
theorem overlaps_wave (a : ℝ) (c : n → ℝ) :
    overlaps p (wave u0 w a c) = a • overlaps p u0 + overlapMatrix p w *ᵥ c := by
  ext j
  simp [overlaps, wave, overlapMatrix, Matrix.mulVec, dotProduct, mul_comm]
```

Applying $p_j$ to the trial wave gives $a b_j+\sum_k g_{jk}c_k$, where $b_j=p_j(u_0)$.

```lean
variable [DecidableEq n]

/-- The linear system `(1 - W g) c = a W b` says that the amplitudes `c` equal
`W` applied to the projections of the trial wave itself. -/
theorem system_iff_selfConsistent (W : Matrix n n ℝ) (a : ℝ) (c : n → ℝ) :
    (1 - W * overlapMatrix p w) *ᵥ c = a • (W *ᵥ overlaps p u0) ↔
      c = W *ᵥ overlaps p (wave u0 w a c) := by
  rw [overlaps_wave, Matrix.sub_mulVec, Matrix.one_mulVec, Matrix.mulVec_add,
    Matrix.mulVec_smul, ← Matrix.mulVec_mulVec, sub_eq_iff_eq_add]
```

For the trial wave $u$,

$$(1-Wg)c=aWb\iff c=W(ab+gc)\iff c=Wp(u).$$

The linear system is thus a self-consistency condition: the amplitudes that build the wave must equal those that its own projections generate. The `rw` command carries out these rewritings in turn.

## All solutions at the given energy

```lean
/-- Let `u0` span the kernel of `L` and let `L w_i = β_i`. The solutions of the
ultrasoft equation are exactly the waves `a u0 + ∑ c_i w_i` with
`(1 - W g) c = a W b`. -/
theorem isSolution_iff_exists_wave
    (hker : LinearMap.ker (localShift H ε) = Submodule.span ℝ {u0})
    (hw : ∀ i, localShift H ε (w i) = β i) (u : V) :
    IsSolution H β p D q ε u ↔ ∃ (a : ℝ) (c : n → ℝ), u = wave u0 w a c ∧
      (1 - coupling D q ε * overlapMatrix p w) *ᵥ c =
        a • (coupling D q ε *ᵥ overlaps p u0) := by
  have h0 : localShift H ε u0 = 0 := by
    rw [← LinearMap.mem_ker, hker]
    exact Submodule.mem_span_singleton_self u0
  rw [isSolution_iff_source]
  constructor
  · intro h
    -- removing the response to the source leaves a homogeneous solution
    have hmem : u - ∑ i, (coupling D q ε *ᵥ overlaps p u) i • w i ∈
        LinearMap.ker (localShift H ε) := by
      rw [LinearMap.mem_ker, map_sub, h]
      simp only [map_sum, map_smul, hw, sub_self]
    rw [hker, Submodule.mem_span_singleton] at hmem
    obtain ⟨a, ha⟩ := hmem
    have hu : u = wave u0 w a (coupling D q ε *ᵥ overlaps p u) := by
      rw [wave, ha, sub_add_cancel]
    refine ⟨a, _, hu, ?_⟩
    rw [system_iff_selfConsistent, ← hu]
  · rintro ⟨a, c, rfl, hc⟩
    rw [system_iff_selfConsistent] at hc
    rw [localShift_wave h0 hw, ← hc]
```

The hypothesis `hker` says that the kernel of $L$ is the span of $u_0$. The theorem says that $u$ is a solution exactly when some $a$ and $c$ satisfy both $u=au_0+\sum_i c_iw_i$ and $(1-Wg)c=aWb$.

Suppose first that $u$ is a solution, and put $s=Wp(u)$. Then

$$L\Big(u-\sum_i s_iw_i\Big)=\sum_i s_i\beta_i-\sum_i s_i\beta_i=0,$$

so the remainder is $au_0$ for some $a$. Hence $u$ is a trial wave with $c=s=Wp(u)$, which is the linear system. In Lean, `hmem` is the displayed calculation and `obtain` extracts $a$.

Conversely, if $c=Wp(u)$, then $Lu=\sum_i c_i\beta_i=\sum_i(Wp(u))_i\beta_i$, so $u$ is a solution. Neither direction uses independence of the $\beta_i$.

```lean
/-- Let `L u0 = 0` and `L w_i = β_i` with linearly independent `β_i`. A given trial
wave solves the ultrasoft equation if and only if its own coefficients satisfy
`(1 - W g) c = a W b`. -/
theorem wave_isSolution_iff (h0 : localShift H ε u0 = 0)
    (hw : ∀ i, localShift H ε (w i) = β i) (hβ : LinearIndependent ℝ β)
    (a : ℝ) (c : n → ℝ) :
    IsSolution H β p D q ε (wave u0 w a c) ↔
      (1 - coupling D q ε * overlapMatrix p w) *ᵥ c =
        a • (coupling D q ε *ᵥ overlaps p u0) := by
  rw [isSolution_iff_source, localShift_wave h0 hw, system_iff_selfConsistent]
  constructor
  · intro h
    -- compare the coefficients of the independent source functions
    ext i
    have hi := Fintype.linearIndependent_iff.mp hβ
      (fun i => c i - (coupling D q ε *ᵥ overlaps p (wave u0 w a c)) i)
      (by simp only [sub_smul, Finset.sum_sub_distrib]; exact sub_eq_zero.mpr h) i
    exact sub_eq_zero.mp hi
  · intro h
    rw [← h]
```

With independent $\beta_i$, the test applies to any given pair $(a,c)$. The trial wave solves the equation exactly when

$$\sum_i\big(c_i-(Wp(u))_i\big)\beta_i=0,$$

and independence makes every coefficient vanish. That is the step `hi`. Here only $Lu_0=0$ is needed, not that $u_0$ spans the kernel.

## When the determinant vanishes

```lean
/-- Let `L u0 = 0` and `L w_i = β_i` with linearly independent `β_i`. The determinant
of `1 - W g` vanishes if and only if some nonzero combination of the `w_i` alone
solves the ultrasoft equation. -/
theorem det_eq_zero_iff (h0 : localShift H ε u0 = 0)
    (hw : ∀ i, localShift H ε (w i) = β i) (hβ : LinearIndependent ℝ β) :
    (1 - coupling D q ε * overlapMatrix p w).det = 0 ↔
      ∃ c : n → ℝ, wave u0 w 0 c ≠ 0 ∧ IsSolution H β p D q ε (wave u0 w 0 c) := by
  rw [← Matrix.exists_mulVec_eq_zero_iff]
  constructor
  · rintro ⟨c, hc, h⟩
    refine ⟨c, fun hz => hc ?_, ?_⟩
    · have hs := localShift_wave h0 hw 0 c
      rw [hz, map_zero] at hs
      exact funext (Fintype.linearIndependent_iff.mp hβ c hs.symm)
    · rw [wave_isSolution_iff h0 hw hβ, h, zero_smul]
  · rintro ⟨c, hc, h⟩
    refine ⟨c, fun hz => hc (by simp [wave, hz]), ?_⟩
    rw [wave_isSolution_iff h0 hw hβ, zero_smul] at h
    exact h
```

A square matrix has zero determinant exactly when it sends some nonzero $c$ to zero. At $a=0$ the system reads $(1-Wg)c=0$, so such a $c$ gives a solution built from the $w_i$ alone. This wave is nonzero, because $L$ maps it to $\sum_i c_i\beta_i\neq0$. Conversely, a nonzero wave with $a=0$ must have $c\neq0$.

A zero of this determinant should not by itself be read as a resonance or a ghost state: adding multiples of $u_0$ to the $w_i$ leaves $Lw_i=\beta_i$ intact but can change the determinant.

## One logarithmic derivative

```lean
/-- Let `u0` span the kernel of `L`, let `L w_i = β_i`, let `det (1 - W g) ≠ 0`, and let
`d` solve `(1 - W g) d = W b`. For linear functionals `val` and `der` (value and slope
at the matching radius), every solution `u` with `val u ≠ 0` has the logarithmic
derivative of `u0 + ∑ d_i w_i`. -/
theorem logDerivative_eq
    (hker : LinearMap.ker (localShift H ε) = Submodule.span ℝ {u0})
    (hw : ∀ i, localShift H ε (w i) = β i)
    (hdet : (1 - coupling D q ε * overlapMatrix p w).det ≠ 0) {d : n → ℝ}
    (hd : (1 - coupling D q ε * overlapMatrix p w) *ᵥ d =
      coupling D q ε *ᵥ overlaps p u0)
    (val der : V →ₗ[ℝ] ℝ) {u : V} (hu : IsSolution H β p D q ε u) (hval : val u ≠ 0) :
    der u / val u =
      (der u0 + ∑ i, d i * der (w i)) / (val u0 + ∑ i, d i * val (w i)) := by
  obtain ⟨a, c, rfl, hc⟩ := (isSolution_iff_exists_wave hker hw u).mp hu
  -- the nonsingular system fixes the amplitudes up to the overall factor `a`
  have hcd : c = a • d := by
    apply sub_eq_zero.mp
    apply Matrix.eq_zero_of_mulVec_eq_zero hdet
    rw [Matrix.mulVec_sub, Matrix.mulVec_smul, hc, hd, sub_self]
  have scale : ∀ f : V →ₗ[ℝ] ℝ,
      f (wave u0 w a c) = a * (f u0 + ∑ i, d i * f (w i)) := by
    intro f
    simp only [wave, hcd, map_add, map_smul, map_sum, Pi.smul_apply, smul_eq_mul,
      mul_add, Finset.mul_sum, mul_assoc]
  have ha : a ≠ 0 := fun h => hval (by rw [scale, h, zero_mul])
  rw [scale der, scale val, mul_div_mul_left _ _ ha]
```

The functionals `val` and `der` stand for $u(R)$ and $u'(R)$ at a matching radius $R$, although the theorem requires only that they be linear. Let $(1-Wg)d=Wb$. For a solution with amplitudes $(a,c)$,

$$(1-Wg)(c-ad)=aWb-aWb=0,$$

so $c=ad$ when the determinant is nonzero. Every linear functional $f$ then gives

$$f(u)=a\Big(f(u_0)+\sum_i d_if(w_i)\Big).$$

If $u(R)\neq0$, then $a\neq0$ and cancels in the ratio:

$$\frac{u'(R)}{u(R)}=\frac{u_0'(R)+\sum_i d_iw_i'(R)}{u_0(R)+\sum_i d_iw_i(R)}.$$

The proof steps `hcd`, `scale` and `ha` are these three observations.

## A two-site example

```lean
/-- The two-site hopping Hamiltonian at `ε = 1`, with `u0 = (1, 1)`, `w = (1, 0)`,
`β = (1, -1)`, `p` the amplitude on the first site, `D = 3` and `q = 1`, meets the
kernel, source, independence and determinant conditions. -/
theorem twoSite_witness :
    LinearMap.ker (localShift (Matrix.toLin' !![(0 : ℝ), 1; 1, 0]) 1) =
        Submodule.span ℝ {![(1 : ℝ), 1]} ∧
      localShift (Matrix.toLin' !![(0 : ℝ), 1; 1, 0]) 1 ![1, 0] = ![1, -1] ∧
      LinearIndependent ℝ (fun _ : Fin 1 => ![(1 : ℝ), -1]) ∧
      (1 - coupling !![(3 : ℝ)] !![1] 1 * overlapMatrix
        (fun _ : Fin 1 => (LinearMap.proj 0 : (Fin 2 → ℝ) →ₗ[ℝ] ℝ))
        (fun _ => ![1, 0])).det ≠ 0 := by
  refine ⟨?_, ?_, ?_, ?_⟩
  · ext u
    rw [LinearMap.mem_ker, Submodule.mem_span_singleton]
    constructor
    · intro h
      have h1 := congrFun h 0
      simp [localShift, Matrix.toLin'_apply, dotProduct, Fin.sum_univ_two] at h1
      refine ⟨u 0, ?_⟩
      ext i
      fin_cases i
      · simp
      · simp
        linarith
    · rintro ⟨a, rfl⟩
      ext i
      fin_cases i <;> simp [localShift, Matrix.toLin'_apply]
  · ext i
    fin_cases i <;> simp [localShift, Matrix.toLin'_apply]
  · rw [Fintype.linearIndependent_iff]
    intro c h i
    have h1 := congrFun h 0
    fin_cases i
    simpa using h1
  · rw [Matrix.det_fin_one]
    simp [coupling, overlapMatrix]
    norm_num

end

end UltrasoftScattering
```

For hopping between two sites at $\varepsilon=1$, $Lu=(u(0)-u(1),\,u(1)-u(0))$. Its kernel is spanned by $(1,1)$, or $(1,1)/\sqrt2$ when normalised, and $L(1,0)=(1,-1)$. The single vector $\beta=(1,-1)$ is nonzero, hence independent. With $W=3-1=2$ and $g=1$, the determinant is $1-2=-1$. The projection $p$ reads the amplitude on the first site, so it is not the inner product with $\beta$.

```lean
#print axioms UltrasoftScattering.isSolution_iff_exists_wave
#print axioms UltrasoftScattering.det_eq_zero_iff
#print axioms UltrasoftScattering.logDerivative_eq
```

```
'UltrasoftScattering.isSolution_iff_exists_wave' depends on axioms: [propext, Classical.choice, Quot.sound]
'UltrasoftScattering.det_eq_zero_iff' depends on axioms: [propext, Classical.choice, Quot.sound]
'UltrasoftScattering.logDerivative_eq' depends on axioms: [propext, Classical.choice, Quot.sound]
```
